# Metropolis has an asymptotic variance no larger than Barker's for the same symmetric proposal on a finite set

## Weights, observables and kernels

Let $S$ be a finite set of configurations and $p(x)$ a real weight on it, which need not be normalised. Observables are real functions on $S$. A transition matrix $P$ has entries $P(x,y)$, the probability of stepping from $x$ to $y$, and acts on an observable by

$$(Pv)(x)=\sum_y P(x,y)\,v(y),$$

the expected value of $v$ after one step from $x$. In Lean this is `P *ᵥ v`. The letters $f,g,h$ denote observables, $Q$ a second transition matrix and $q$ a proposal matrix.

```lean
import Mathlib

open Finset Matrix

namespace MetropolisBarker

noncomputable section

variable {S : Type*} [Fintype S] {p f g h : S → ℝ} {P Q q : Matrix S S ℝ}
```

The inner product is $\langle u,v\rangle=\sum_x p(x)u(x)v(x)$. With $Z=\sum_x p(x)$, the stationary average of $uv$ is $\langle u,v\rangle/Z$.

```lean
/-- The inner product of two observables weighted by `p`. -/
def piInner (p u v : S → ℝ) : ℝ := ∑ x, p x * u x * v x
```

Let $X_t$ be the configuration after $t$ steps of a stationary, irreducible chain, and let $f$ have mean zero. If $g$ solves the Poisson equation $(I-P)g=f$, the variance of $\sum_{t<n} f(X_t)$ divided by $n$ tends to $\bigl(2\langle f,g\rangle-\langle f,f\rangle\bigr)/Z$ as $n$ grows. The file takes the expression in brackets as its definition of asymptotic variance and leaves the time-series limit as its interpretation. The common factor $1/Z$ does not affect a comparison.

```lean
/-- The expression `2⟨f, g⟩ - ⟨f, f⟩`. When `g` solves the Poisson equation `(I - P) g = f` for a
chain with stationary weight `p`, it is the asymptotic variance of `f` times the total weight. -/
def asymptoticVariance (p f g : S → ℝ) : ℝ := 2 * piInner p f g - piInner p f f
```

A reversible matrix has nonnegative entries, rows summing to one, and detailed balance $p(x)P(x,y)=p(y)P(y,x)$: in equilibrium, each move carries as much probability as its reverse.

```lean
/-- A stochastic matrix in detailed balance with the weight `p`. -/
structure Reversible (p : S → ℝ) (P : Matrix S S ℝ) : Prop where
  nonneg : ∀ x y, 0 ≤ P x y
  row_sum : ∀ x, ∑ y, P x y = 1
  balance : ∀ x y, p x * P x y = p y * P y x
```

The proposal is also stochastic, with $q(x,y)=q(y,x)$, as for a trial displacement drawn from a symmetric distribution.

```lean
/-- A stochastic proposal matrix for which a move and its reverse are equally likely. -/
structure SymmetricProposal (q : Matrix S S ℝ) : Prop where
  nonneg : ∀ x y, 0 ≤ q x y
  row_sum : ∀ x, ∑ y, q x y = 1
  symm : ∀ x y, q x y = q y x
```

## Detailed balance gives a Dirichlet form

Since the rows of $P$ sum to one, $v(x)-(Pv)(x)=\sum_y P(x,y)\,(v(x)-v(y))$, and hence

$$\langle u,(I-P)v\rangle=\sum_{x,y}p(x)P(x,y)\,u(x)\,(v(x)-v(y)).$$

Exchanging the labels $x$ and $y$ and using detailed balance gives the same sum with $u(y)(v(y)-v(x))$ in place of $u(x)(v(x)-v(y))$. The average of the two expressions is

$$\langle u,(I-P)v\rangle=\tfrac12\sum_{x,y}p(x)P(x,y)\,(u(x)-u(y))(v(x)-v(y)).$$

In the proof, `h1` is the first display, `h2` the exchange of labels, and `h3` the splitting of the symmetric sum into the two expressions.

```lean
/-- Detailed balance writes `⟨u, (I - P) v⟩` as a sum over moves of products of differences. -/
theorem dirichlet_form (hP : Reversible p P) (u v : S → ℝ) :
    piInner p u (v - P *ᵥ v) =
      (1 / 2) * ∑ x, ∑ y, p x * P x y * ((u x - u y) * (v x - v y)) := by
  have h1 : piInner p u (v - P *ᵥ v) = ∑ x, ∑ y, p x * P x y * (u x * (v x - v y)) := by
    unfold piInner
    refine sum_congr rfl fun x _ => ?_
    have e : v x - ∑ y, P x y * v y = ∑ y, P x y * (v x - v y) := by
      simp only [mul_sub, sum_sub_distrib, ← sum_mul, hP.row_sum, one_mul]
    simp only [Pi.sub_apply, mulVec, dotProduct]
    rw [e, mul_sum]
    exact sum_congr rfl fun y _ => by ring
  -- exchange the two ends of each move
  have h2 : ∑ x, ∑ y, p x * P x y * (u x * (v x - v y)) =
      ∑ x, ∑ y, p x * P x y * (u y * (v y - v x)) :=
    Finset.sum_comm.trans (sum_congr rfl fun a _ => sum_congr rfl fun b _ => by
      rw [hP.balance b a])
  have h3 : ∑ x, ∑ y, p x * P x y * ((u x - u y) * (v x - v y)) =
      ∑ x, ∑ y, p x * P x y * (u x * (v x - v y)) +
      ∑ x, ∑ y, p x * P x y * (u y * (v y - v x)) := by
    simp only [← sum_add_distrib]
    exact sum_congr rfl fun x _ => sum_congr rfl fun y _ => by ring
  linarith
```

Setting $u=1$ makes the right side vanish, so any $f=(I-P)g$ has $\sum_x p(x)f(x)=0$. Mean zero therefore follows from having a solution and needs no hypothesis of its own.

The right side is also unchanged when $u$ and $v$ are swapped, so $I-P$ is self-adjoint:

$$\langle (I-P)u,v\rangle=\langle u,(I-P)v\rangle.$$

```lean
/-- Under detailed balance `I - P` is self-adjoint in the weighted inner product. -/
theorem generator_symm (hP : Reversible p P) (u v : S → ℝ) :
    piInner p (u - P *ᵥ u) v = piInner p u (v - P *ᵥ v) := by
  have c : piInner p (u - P *ᵥ u) v = piInner p v (u - P *ᵥ u) := by
    unfold piInner
    exact sum_congr rfl fun x _ => by ring
  rw [c, dirichlet_form hP, dirichlet_form hP]
  congr 1
  exact sum_congr rfl fun x _ => sum_congr rfl fun y _ => by ring
```

## Larger off-diagonal entries with the same weight do not raise the variance

Let $p>0$, let $P$ and $Q$ both be reversible, and suppose $Q(x,y)\le P(x,y)$ whenever $x\ne y$. Let $(I-P)g=f$ and $(I-Q)h=f$. The diagonal terms of a Dirichlet form vanish, so comparing the others one by one gives

$$\langle g,(I-Q)g\rangle\le\langle g,(I-P)g\rangle=\langle f,g\rangle.$$

The Dirichlet form of $Q$ at $h-g$ is a sum of nonnegative terms. Because $(I-Q)(h-g)=f-(I-Q)g$,

$$0\le\langle f,h\rangle-\langle h,(I-Q)g\rangle-\langle f,g\rangle+\langle g,(I-Q)g\rangle.$$

Self-adjointness turns the second term into $\langle h,(I-Q)g\rangle=\langle (I-Q)h,g\rangle=\langle f,g\rangle$. With the first inequality,

$$0\le\langle f,h\rangle-2\langle f,g\rangle+\langle f,g\rangle=\langle f,h\rangle-\langle f,g\rangle.$$

Doubling and subtracting $\langle f,f\rangle$ from both sides gives the ordering. In Lean, `e1` is the comparison of forms, `e2` the nonnegativity, `e3` and `e5` the expansion, and `e4` the use of self-adjointness; `linarith` combines them.

```lean
/-- Peskun ordering: let `P` and `Q` be stochastic and in detailed balance with the same positive
weight. If each off-diagonal entry of `P` is at least that of `Q`, then, for given solutions of the
two Poisson equations, the asymptotic variance under `P` is at most that under `Q`. -/
theorem peskun_ordering (hp : ∀ x, 0 < p x) (hP : Reversible p P) (hQ : Reversible p Q)
    (hle : ∀ x y, x ≠ y → Q x y ≤ P x y) (hg : g - P *ᵥ g = f) (hh : h - Q *ᵥ h = f) :
    asymptoticVariance p f g ≤ asymptoticVariance p f h := by
  have e1 : piInner p g (g - Q *ᵥ g) ≤ piInner p g (g - P *ᵥ g) := by
    rw [dirichlet_form hQ, dirichlet_form hP]
    refine mul_le_mul_of_nonneg_left
      (sum_le_sum fun x _ => sum_le_sum fun y _ => ?_) (by norm_num)
    rcases eq_or_ne x y with rfl | hxy
    · simp
    · exact mul_le_mul_of_nonneg_right
        (mul_le_mul_of_nonneg_left (hle x y hxy) (hp x).le) (mul_self_nonneg _)
  rw [← generator_symm hP g g, hg] at e1
  -- the Dirichlet form of `Q` at `h - g` is nonnegative
  have e2 : 0 ≤ piInner p (h - g) ((h - g) - Q *ᵥ (h - g)) := by
    rw [dirichlet_form hQ]
    exact mul_nonneg (by norm_num) (sum_nonneg fun x _ => sum_nonneg fun y _ =>
      mul_nonneg (mul_nonneg (hp x).le (hQ.nonneg x y)) (mul_self_nonneg _))
  have e3 : (h - g) - Q *ᵥ (h - g) = f - (g - Q *ᵥ g) := by
    rw [mulVec_sub, ← hh]; abel
  have e4 := generator_symm hQ h g
  rw [hh] at e4
  have e5 : ∀ w, piInner p (h - g) (f - w) =
      piInner p f h - piInner p h w - piInner p f g + piInner p g w := by
    intro w
    simp only [piInner, ← sum_sub_distrib, ← sum_add_distrib, Pi.sub_apply]
    exact sum_congr rfl fun x _ => by ring
  rw [e3, e5] at e2
  unfold asymptoticVariance
  linarith
```

Taking $Q=P$ and applying the theorem in both directions shows that the asymptotic variance does not depend on which solution of the Poisson equation is chosen.

## The two acceptance rules

A move proposed with probability $q(x,y)$ is accepted with probability $a(x,y)$, and a rejected move leaves the walker at $x$. Thus $P(x,y)=q(x,y)a(x,y)$ for $x\neq y$, while the diagonal also receives the total rejection probability $1-\sum_z q(x,z)a(x,z)$.

```lean
variable [DecidableEq S]

/-- Propose with `q`, accept with probability `a`, and stay in place after a rejection. -/
def moveKernel (q : Matrix S S ℝ) (a : S → S → ℝ) : Matrix S S ℝ :=
  Matrix.of fun x y => q x y * a x y + if x = y then 1 - ∑ z, q x z * a x z else 0
```

Metropolis accepts with probability $\min(1,p(y)/p(x))$.

```lean
/-- The Metropolis matrix, with acceptance probability `min 1 (p y / p x)`. -/
def metropolis (p : S → ℝ) (q : Matrix S S ℝ) : Matrix S S ℝ :=
  moveKernel q fun x y => min 1 (p y / p x)
```

Barker accepts with probability $p(y)/(p(x)+p(y))$.

```lean
/-- The Barker matrix, with acceptance probability `p y / (p x + p y)`. -/
def barker (p : S → ℝ) (q : Matrix S S ℝ) : Matrix S S ℝ :=
  moveKernel q fun x y => p y / (p x + p y)
```

For any $a$ between 0 and 1, the rejection probability is nonnegative and the rows sum to one. As $q$ is symmetric, detailed balance reduces to $p(x)a(x,y)=p(y)a(y,x)$. Both rules satisfy it, since $p(x)a(x,y)$ equals

$$\min(p(x),p(y))\quad\text{and}\quad\frac{p(x)p(y)}{p(x)+p(y)}$$

respectively, and both expressions are symmetric. The local statement `gen` proves the general part once, and the two rules are then inserted.

For the ordering, $p(y)/(p(x)+p(y))$ is at most 1, and it is at most $p(y)/p(x)$ because its denominator is larger. It is therefore at most their minimum, and multiplying by $q(x,y)\ge0$ compares the off-diagonal entries.

```lean
/-- For a positive weight `p` and a symmetric proposal, the Metropolis and Barker matrices are
stochastic and in detailed balance with `p`, and each off-diagonal entry of the Metropolis matrix is
at least that of the Barker matrix. -/
theorem kernels_reversible_and_ordered (hp : ∀ x, 0 < p x) (hq : SymmetricProposal q) :
    Reversible p (metropolis p q) ∧ Reversible p (barker p q) ∧
      ∀ x y, x ≠ y → barker p q x y ≤ metropolis p q x y := by
  -- any acceptance rule that balances the weights gives a reversible matrix
  have gen : ∀ a : S → S → ℝ, (∀ x y, 0 ≤ a x y) → (∀ x y, a x y ≤ 1) →
      (∀ x y, p x * a x y = p y * a y x) → Reversible p (moveKernel q a) := by
    intro a h0 h1 hb
    refine ⟨fun x y => ?_, fun x => ?_, fun x y => ?_⟩
    · have hs : ∑ z, q x z * a x z ≤ 1 := (sum_le_sum fun z _ =>
        mul_le_of_le_one_right (hq.nonneg x z) (h1 x z)).trans_eq (hq.row_sum x)
      have := mul_nonneg (hq.nonneg x y) (h0 x y)
      simp only [moveKernel, of_apply]
      split_ifs <;> linarith
    · simp [moveKernel, sum_add_distrib]
    · rcases eq_or_ne x y with rfl | hxy
      · rfl
      · simp only [moveKernel, of_apply, if_neg hxy, if_neg hxy.symm, add_zero]
        rw [hq.symm x y]
        linear_combination q y x * hb x y
  have b1 : ∀ x y, p y / (p x + p y) ≤ 1 := fun x y =>
    (div_le_one (add_pos (hp x) (hp y))).2 (by linarith [hp x])
  have m : ∀ x y, p x * min 1 (p y / p x) = min (p x) (p y) := by
    intro x y
    have e : p x * (p y / p x) = p y := by
      have := (hp x).ne'
      field_simp
    rw [mul_min_of_nonneg _ _ (hp x).le, mul_one, e]
  refine ⟨gen _ (fun x y => le_min zero_le_one (div_pos (hp y) (hp x)).le)
    (fun x y => min_le_left _ _) (fun x y => by rw [m, m, min_comm]),
    gen _ (fun x y => (div_pos (hp y) (add_pos (hp x) (hp y))).le) b1
    (fun x y => by rw [add_comm (p y) (p x)]; ring), fun x y hxy => ?_⟩
  simp only [barker, metropolis, moveKernel, of_apply, if_neg hxy, add_zero]
  refine mul_le_mul_of_nonneg_left (le_min (b1 x y) ?_) (hq.nonneg x y)
  rw [div_le_div_iff₀ (add_pos (hp x) (hp y)) (hp x)]
  nlinarith [mul_pos (hp y) (hp y)]
```

## Metropolis against Barker

The two kernels now meet every condition of the ordering theorem, with Metropolis as $P$ and Barker as $Q$. For the same $f$,

$$2\langle f,g\rangle-\langle f,f\rangle\le 2\langle f,h\rangle-\langle f,f\rangle.$$

The hypothesis `hp` says that every configuration has positive weight, `hq` that the proposal is symmetric and stochastic, and `hg` and `hh` that $g$ and $h$ solve the two Poisson equations. The solutions are assumed, not constructed. Irreducibility is not a hypothesis; its role would be to guarantee solutions for every mean-zero $f$.

```lean
/-- Let the weight be positive and the proposal symmetric. For any solutions `g` and `h` of the
Metropolis and Barker Poisson equations with the same observable `f`, the Metropolis asymptotic
variance is at most the Barker one. -/
theorem metropolis_le_barker (hp : ∀ x, 0 < p x) (hq : SymmetricProposal q)
    (hg : g - metropolis p q *ᵥ g = f) (hh : h - barker p q *ᵥ h = f) :
    asymptoticVariance p f g ≤ asymptoticVariance p f h := by
  obtain ⟨hM, hB, hle⟩ := kernels_reversible_and_ordered hp hq
  exact peskun_ordering hp hM hB hle hg hh

end

end MetropolisBarker
```

```lean
#print axioms MetropolisBarker.metropolis_le_barker
```

```
'MetropolisBarker.metropolis_le_barker' depends on axioms: [propext, Classical.choice, Quot.sound]
```

In variational Monte Carlo on a finite configuration space, take $p=|\psi|^2$ nowhere zero, a real local energy, and $f$ equal to the local energy minus its mean. With the same irreducible symmetric proposal, the inequality says that the asymptotic variance of the energy estimate per step is no larger for Metropolis than for Barker.

## Two configurations of equal weight

Take $p(1)=p(2)=\tfrac12$, a proposal that always suggests the other configuration, and $f=(1,-1)$. Metropolis accepts every move, so the walker alternates and successive values of $f$ cancel. Here $g=(\tfrac12,-\tfrac12)$, and the asymptotic variance is $2\cdot\tfrac12-1=0$. Barker accepts half the moves, which makes successive configurations independent. Here $h=f$, and the asymptotic variance is $2\cdot1-1=1$, the variance of a single sample.
